# Restricting a Gibbs average over D levels to those within W of the ground state changes it by at most 2aD exp(−βW) if every |A_i| ≤ a

A finite-temperature diagonalization that stops when the Boltzmann factor of a single state looks small can return a badly wrong average. An impurity model with eight spatial orbitals has 4⁸ = 65536 many-body states. As an artificial extreme case, not the spectrum of an actual impurity model, take this number of levels with a single ground state, put the cutoff at the energy where the Boltzmann factor relative to the ground state is 10⁻⁴, and let all the other 65535 states lie just above it. Together they outweigh the ground state by about 6.5 to 1, and the solver has discarded about 87% of the probability.

A cutoff that is to be safe for every spectrum therefore has to account for the number of states. Let E_i be the energies of the D eigenstates, with degenerate states counted separately, and let E0 be the smallest. When the average runs over states with different particle numbers N, as in the impurity model, the energies include the term −μN, where μ is the chemical potential. Let A_i = ⟨i|A|i⟩ be the expectation value of an observable A in eigenstate i, with |A_i| ≤ a for all i, and let β be the inverse temperature. If the solver keeps the levels with E_i ≤ E0 + W and discards the other n, then for β, W ≥ 0

|⟨A⟩ − ⟨A⟩_K| ≤ 2a·n·x/(1 + n·x) ≤ 2a·D·x, with x = exp(−βW),

where ⟨A⟩ is the average over all levels and ⟨A⟩_K the average over the kept set K. In exact-diagonalization solvers for dynamical mean-field theory, this gives an energy window for static averages, such as occupations, of an impurity with a finite bath.

## Levels, weights and the energy window

The eigenstates are labelled by a type `ι`. The energies and the values of the observable are functions `E` and `A` from `ι` to the real numbers.

```lean
import Mathlib

open Finset

namespace ThermalTruncation

noncomputable section

variable {ι : Type*}
```

Write w_i = exp(−βE_i). The partition sum over a set S of levels is

Z_S = Σ_{i∈S} w_i.

```lean
/-- The partition sum over a set `s` of levels at inverse temperature `β`. -/
def partitionSum (β : ℝ) (E : ι → ℝ) (s : Finset ι) : ℝ :=
  ∑ i ∈ s, Real.exp (-(β * E i))
```

The Gibbs average over S is

⟨A⟩_S = (Σ_{i∈S} A_i w_i) / Z_S.

For S the set of all levels, `univ` in Lean, this is the thermal average Tr(A exp(−βH))/Tr exp(−βH), written in the eigenbasis of the Hamiltonian H.

```lean
/-- The Gibbs average of the level values `A` over a nonempty set `s` of levels. -/
def gibbs (β : ℝ) (E A : ι → ℝ) (s : Finset ι) : ℝ :=
  (∑ i ∈ s, A i * Real.exp (-(β * E i))) / partitionSum β E s
```

The ground-state energy is E0 = min_i E_i, which exists because the set of levels is finite and nonempty.

```lean
/-- The ground-state energy: the smallest of the levels. -/
def groundEnergy [Fintype ι] [Nonempty ι] (E : ι → ℝ) : ℝ :=
  univ.inf' univ_nonempty E
```

The kept set is K = {i : E_i ≤ E0 + W}. A level exactly at the cutoff is kept.

```lean
/-- The levels kept by the solver: those at most `W` above the ground state. -/
def kept [Fintype ι] [Nonempty ι] (E : ι → ℝ) (W : ℝ) : Finset ι :=
  univ.filter fun i => E i ≤ groundEnergy E + W
```

The discarded set R is the complement of K, and n is its number of elements, `(discarded E W).card`.

```lean
/-- The levels discarded by the solver: those not within `W` of the ground state. -/
def discarded [Fintype ι] [Nonempty ι] (E : ι → ℝ) (W : ℝ) : Finset ι :=
  univ.filter fun i => ¬ E i ≤ groundEnergy E + W
```

The model takes E_i and A_i as given real numbers. The step to an actual calculation is the assumption that the solver has found every eigenstate in the window, with its correct energy and expectation value. An iterative solver that misses one member of a degenerate multiplet breaks it.

## Averages stay within the range of the values

Every w_i is positive, so Z_S > 0 for nonempty S.

```lean
/-- The partition sum over a nonempty set of levels is positive. -/
theorem partitionSum_pos (β : ℝ) (E : ι → ℝ) {s : Finset ι} (hs : s.Nonempty) :
    0 < partitionSum β E s :=
  Finset.sum_pos (fun _ _ => Real.exp_pos _) hs
```

By the triangle inequality,

|Σ_{i∈S} A_i w_i| ≤ Σ_{i∈S} |A_i| w_i ≤ a·Z_S,

and division by Z_S gives |⟨A⟩_S| ≤ a.

```lean
/-- A Gibbs average over a nonempty set of levels is at most `a` in absolute value if all level
values are. -/
theorem abs_gibbs_le (β : ℝ) (E A : ι → ℝ) {a : ℝ} (hA : ∀ i, |A i| ≤ a)
    {s : Finset ι} (hs : s.Nonempty) : |gibbs β E A s| ≤ a := by
  have hZ := partitionSum_pos β E hs
  unfold gibbs
  rw [abs_div, abs_of_pos hZ, div_le_iff₀ hZ]
  unfold partitionSum
  rw [Finset.mul_sum]
  refine (Finset.abs_sum_le_sum_abs _ _).trans (Finset.sum_le_sum fun i _ => ?_)
  rw [abs_mul, abs_of_pos (Real.exp_pos _)]
  exact mul_le_mul_of_nonneg_right (hA i) (Real.exp_pos _).le
```

Here `div_le_iff₀` clears the denominator, and `abs_sum_le_sum_abs` is the triangle inequality.

## Weights on either side of the cutoff

The minimum is attained at some level g. Since W ≥ 0, E_g = E0 ≤ E0 + W, so g is kept. All terms of Z_K are positive, and hence

Z_K ≥ w_g = exp(−βE0).

```lean
variable [Fintype ι] [Nonempty ι]

/-- For a cutoff `W ≥ 0` some level is kept, and the kept partition sum is at least the
Boltzmann weight of the ground-state energy. -/
theorem ground_weight_le (β : ℝ) (E : ι → ℝ) {W : ℝ} (hW : 0 ≤ W) :
    (kept E W).Nonempty ∧
      Real.exp (-(β * groundEnergy E)) ≤ partitionSum β E (kept E W) := by
  obtain ⟨g, _, hg⟩ := Finset.exists_mem_eq_inf' (univ_nonempty (α := ι)) E
  have hg' : groundEnergy E = E g := hg
  have hgk : g ∈ kept E W := by
    simp only [kept, Finset.mem_filter, Finset.mem_univ, true_and]
    linarith
  refine ⟨⟨g, hgk⟩, ?_⟩
  rw [hg']
  exact Finset.single_le_sum (f := fun i => Real.exp (-(β * E i)))
    (fun i _ => (Real.exp_pos _).le) hgk
```

The theorem also records that K is nonempty, so the truncated average never has a zero denominator.

A discarded level has E_i > E0 + W. With β ≥ 0 this gives

w_i ≤ exp(−βW)·exp(−βE0) = x·exp(−βE0),

and summing over the n discarded levels,

Z_R ≤ n·x·exp(−βE0).

```lean
/-- For `β ≥ 0` the discarded partition sum is at most the number of discarded levels times
`exp (-β W)` times the Boltzmann weight of the ground-state energy. -/
theorem discarded_weight_le {β : ℝ} (hβ : 0 ≤ β) (E : ι → ℝ) (W : ℝ) :
    partitionSum β E (discarded E W) ≤
      (discarded E W).card * Real.exp (-(β * W)) * Real.exp (-(β * groundEnergy E)) := by
  have h : ∀ i ∈ discarded E W, Real.exp (-(β * E i)) ≤
      Real.exp (-(β * W)) * Real.exp (-(β * groundEnergy E)) := by
    intro i hi
    simp only [discarded, Finset.mem_filter, Finset.mem_univ, true_and, not_le] at hi
    rw [← Real.exp_add]
    apply Real.exp_le_exp.mpr
    have := mul_nonneg hβ (sub_nonneg.2 hi.le)
    linarith
  have h2 := Finset.sum_le_card_nsmul _ _ _ h
  rw [nsmul_eq_mul, ← mul_assoc] at h2
  exact h2
```

The inner statement `h` is the bound for one level, and `sum_le_card_nsmul` adds it up.

## The error as a sum over discarded levels

Put c = ⟨A⟩_K and let Z be the full partition sum. By the definition of c, the deviations A_i − c have zero weighted sum over K. Therefore

Z·(⟨A⟩ − c) = Σ_i (A_i − c) w_i = Σ_{i∈R} (A_i − c) w_i.

```lean
/-- For `W ≥ 0`, the full partition sum times the truncation error is the Boltzmann-weighted
sum, over the discarded levels, of the deviation of `A` from its truncated average. -/
theorem truncation_identity (β : ℝ) (E A : ι → ℝ) {W : ℝ} (hW : 0 ≤ W) :
    partitionSum β E univ * (gibbs β E A univ - gibbs β E A (kept E W)) =
      ∑ i ∈ discarded E W,
        (A i - gibbs β E A (kept E W)) * Real.exp (-(β * E i)) := by
  have split : ∀ f : ι → ℝ, ∑ i ∈ kept E W, f i + ∑ i ∈ discarded E W, f i = ∑ i, f i :=
    fun f => Finset.sum_filter_add_sum_filter_not _ _ _
  have hG : gibbs β E A univ * partitionSum β E univ = ∑ i, A i * Real.exp (-(β * E i)) :=
    div_mul_cancel₀ _ (partitionSum_pos β E univ_nonempty).ne'
  have hK : gibbs β E A (kept E W) * partitionSum β E (kept E W) =
      ∑ i ∈ kept E W, A i * Real.exp (-(β * E i)) :=
    div_mul_cancel₀ _ (partitionSum_pos β E (ground_weight_le β E hW).1).ne'
  have hZ : partitionSum β E (kept E W) + partitionSum β E (discarded E W) =
      partitionSum β E univ := split _
  have hN := split fun i => A i * Real.exp (-(β * E i))
  have hD : ∀ c : ℝ, ∑ i ∈ discarded E W, (A i - c) * Real.exp (-(β * E i)) =
      ∑ i ∈ discarded E W, A i * Real.exp (-(β * E i)) -
        c * partitionSum β E (discarded E W) := by
    intro c
    unfold partitionSum
    rw [Finset.mul_sum, ← Finset.sum_sub_distrib]
    exact Finset.sum_congr rfl fun i _ => by ring
  rw [hD]
  linear_combination hG - hK - hN + gibbs β E A (kept E W) * hZ
```

In the proof, `split` separates any sum into its kept and discarded parts. The equations `hG` and `hK` are the two averages multiplied by their partition sums, and `linear_combination` assembles the identity from them.

Both A_i and c lie between −a and a, so |A_i − c| ≤ 2a and

Z·|⟨A⟩ − c| ≤ 2a·Z_R.

The two weight bounds combine to Z_R ≤ n·x·Z_K. Adding n·x·Z_R to both sides and using Z = Z_K + Z_R gives

(1 + n·x)·Z_R ≤ n·x·Z,

so the discarded probability Z_R/Z is at most n·x/(1 + n·x). Hence

|⟨A⟩ − ⟨A⟩_K| ≤ 2a·n·x/(1 + n·x).

```lean
/-- For `β, W ≥ 0` and level values bounded by `a` in absolute value, discarding the `n` levels more
than `W` above the ground state changes the Gibbs average by at most `2 a n x / (1 + n x)`, where
`x = exp (-β W)`. -/
theorem truncation_error_le {β W a : ℝ} (hβ : 0 ≤ β) (hW : 0 ≤ W) (E A : ι → ℝ)
    (hA : ∀ i, |A i| ≤ a) :
    |gibbs β E A univ - gibbs β E A (kept E W)| ≤
      2 * a * ((discarded E W).card * Real.exp (-(β * W))) /
        (1 + (discarded E W).card * Real.exp (-(β * W))) := by
  have ha : 0 ≤ a := (abs_nonneg _).trans (hA (Classical.arbitrary ι))
  obtain ⟨hne, hk⟩ := ground_weight_le β E hW
  have hd := discarded_weight_le hβ E W
  have hZ := partitionSum_pos β E (univ_nonempty (α := ι))
  have hs : partitionSum β E (kept E W) + partitionSum β E (discarded E W) =
      partitionSum β E univ := Finset.sum_filter_add_sum_filter_not _ _ _
  -- each discarded level deviates from the truncated average by at most `2 a`
  have herr : |gibbs β E A univ - gibbs β E A (kept E W)| * partitionSum β E univ ≤
      2 * a * partitionSum β E (discarded E W) := by
    rw [mul_comm, ← abs_of_pos hZ, ← abs_mul, truncation_identity β E A hW]
    unfold partitionSum
    rw [Finset.mul_sum]
    refine (Finset.abs_sum_le_sum_abs _ _).trans (Finset.sum_le_sum fun i _ => ?_)
    rw [abs_mul, abs_of_pos (Real.exp_pos _)]
    refine mul_le_mul_of_nonneg_right ?_ (Real.exp_pos _).le
    have h1 := abs_le.mp (hA i)
    have h2 := abs_le.mp (abs_gibbs_le β E A hA hne)
    exact abs_le.mpr ⟨by linarith [h1.1, h2.2], by linarith [h1.2, h2.1]⟩
  have hy : 0 ≤ ((discarded E W).card : ℝ) * Real.exp (-(β * W)) := by positivity
  generalize ((discarded E W).card : ℝ) * Real.exp (-(β * W)) = y at hd hy ⊢
  -- the discarded weight is at most `y` times the kept weight
  have hdk := hd.trans (mul_le_mul_of_nonneg_left hk hy)
  rw [le_div_iff₀ (by linarith)]
  refine le_of_mul_le_mul_right ?_ hZ
  have h1 := mul_le_mul_of_nonneg_right herr (by linarith : 0 ≤ 1 + y)
  have h2 := mul_le_mul_of_nonneg_left hdk (by linarith : 0 ≤ 2 * a)
  rw [← hs] at h1 ⊢
  linarith
```

The intermediate result `herr` is the bound by 2a·Z_R, and `hdk` is the comparison of Z_R with Z_K. The proof abbreviates the product n·x as `y`. The closing lines multiply out the denominators and leave a linear inequality.

Since 1 + n·x ≥ 1 and n ≤ D, the simpler bound follows:

|⟨A⟩ − ⟨A⟩_K| ≤ 2a·D·exp(−βW).

```lean
/-- For `β, W ≥ 0` and values bounded by `a` in absolute value on `D` levels, restricting the Gibbs
average to levels at most `W` above the ground state changes it by at most `2 a D exp (-β W)`. -/
theorem truncation_error_le_exp {β W a : ℝ} (hβ : 0 ≤ β) (hW : 0 ≤ W) (E A : ι → ℝ)
    (hA : ∀ i, |A i| ≤ a) :
    |gibbs β E A univ - gibbs β E A (kept E W)| ≤
      2 * a * Fintype.card ι * Real.exp (-(β * W)) := by
  have ha : 0 ≤ a := (abs_nonneg _).trans (hA (Classical.arbitrary ι))
  have hc : ((discarded E W).card : ℝ) ≤ Fintype.card ι := by
    exact_mod_cast Finset.card_le_univ (discarded E W)
  have hy : 0 ≤ ((discarded E W).card : ℝ) * Real.exp (-(β * W)) := by positivity
  refine (truncation_error_le hβ hW E A hA).trans
    ((div_le_self (by positivity) (by linarith)).trans ?_)
  rw [mul_assoc (2 * a)]
  gcongr
```

Besides a, β and W, this form needs only the dimension D, `Fintype.card ι`, and no information about the energies of the discarded states.

## Choosing the cutoff for a given tolerance

For β, a, ε > 0, the right-hand side is at most ε when

exp(βW) ≥ 2a·D/ε, that is, W ≥ ln(2a·D/ε)/β.

```lean
/-- For `β, a, ε > 0` and values bounded by `a` in absolute value on `D` levels, any cutoff `W ≥ 0`
with `W ≥ log (2 a D / ε) / β` gives the Gibbs average to within `ε`. -/
theorem cutoff_for_tolerance {β W a ε : ℝ} (hβ : 0 < β) (hW : 0 ≤ W) (ha : 0 < a)
    (hε : 0 < ε) (E A : ι → ℝ) (hA : ∀ i, |A i| ≤ a)
    (hcut : Real.log (2 * a * Fintype.card ι / ε) / β ≤ W) :
    |gibbs β E A univ - gibbs β E A (kept E W)| ≤ ε := by
  refine (truncation_error_le_exp hβ.le hW E A hA).trans ?_
  have hD : (0 : ℝ) < Fintype.card ι := by exact_mod_cast Fintype.card_pos
  rw [div_le_iff₀ hβ, Real.log_le_iff_le_exp (by positivity), div_le_iff₀ hε,
    mul_comm W β] at hcut
  rw [Real.exp_neg, ← div_eq_mul_inv, div_le_iff₀ (Real.exp_pos _)]
  linarith
```

The hypothesis `hcut` is this condition on W, and the proof turns it back into the exponential form. For the eight-orbital model with a = 1 and ε = 10⁻³, it asks for βW of about 18.7. The theorem fixes an energy window; the number of eigenstates to compute is the number of levels that fall inside it, which depends on the spectrum.

## A degenerate shell above the cutoff

Take one level at energy 0 with value a, and n levels at energy V > W ≥ 0 with value −a. Only the first is kept, so ⟨A⟩_K = a. With y = exp(−βV), now the Boltzmann factor of a single level,

⟨A⟩ = (a − a·n·y)/(1 + n·y),

⟨A⟩_K − ⟨A⟩ = 2a·n·y/(1 + n·y).

In Lean the levels form the type `Option (Fin n)`, where `none` is the ground level and the other elements are the shell.

```lean
/-- One level at energy `0` with value `a` and `n` levels at `V` with value `-a`: if `V > W ≥ 0`,
the cutoff `W` discards exactly `n` levels and the truncated average minus the full one is exactly
`2 a n y / (1 + n y)`, where `y = exp (-β V)`. -/
theorem degenerate_shell_error (n : ℕ) (β a : ℝ) {V W : ℝ} (hW : 0 ≤ W) (hV : W < V) :
    let E : Option (Fin n) → ℝ := fun i => i.elim 0 fun _ => V
    let A : Option (Fin n) → ℝ := fun i => i.elim a fun _ => -a
    (discarded E W).card = n ∧
      gibbs β E A (kept E W) - gibbs β E A univ =
        2 * a * (n * Real.exp (-(β * V))) / (1 + n * Real.exp (-(β * V))) := by
  intro E A
  have h0 : groundEnergy E = 0 := by
    have h : groundEnergy E ≤ E none := Finset.inf'_le _ (Finset.mem_univ none)
    refine le_antisymm h ?_
    unfold groundEnergy
    apply Finset.le_inf'
    intro i _
    cases i with
    | none => exact le_refl (0 : ℝ)
    | some j => exact hW.trans hV.le
  have hk : kept E W = {none} := by
    ext i
    cases i <;> simp [kept, h0, E, hW, hV]
  have hd : discarded E W = univ.erase none := by
    ext i
    cases i <;> simp [discarded, h0, E, hW, hV]
  have hK : gibbs β E A (kept E W) = a := by
    rw [hk]
    simp [gibbs, partitionSum, E, A]
  have hU : gibbs β E A univ = (a + n * (-a * Real.exp (-(β * V)))) /
      (1 + n * Real.exp (-(β * V))) := by
    simp [gibbs, partitionSum, Fintype.sum_option, E, A]
  have hpos : 0 < 1 + (n : ℝ) * Real.exp (-(β * V)) := by positivity
  constructor
  · rw [hd, Finset.card_erase_of_mem (Finset.mem_univ _)]
    simp
  · rw [hK, hU, eq_div_iff hpos.ne', sub_mul, div_mul_cancel₀ _ hpos.ne']
    ring

end

end ThermalTruncation
```

```lean
#print axioms ThermalTruncation.truncation_error_le_exp
-- 'ThermalTruncation.truncation_error_le_exp' depends on axioms: [propext, Classical.choice, Quot.sound]
#print axioms ThermalTruncation.cutoff_for_tolerance
-- 'ThermalTruncation.cutoff_for_tolerance' depends on axioms: [propext, Classical.choice, Quot.sound]
#print axioms ThermalTruncation.degenerate_shell_error
-- 'ThermalTruncation.degenerate_shell_error' depends on axioms: [propext, Classical.choice, Quot.sound]
```

For a ≥ 0 this error has the form of the general bound with V in place of W. At infinite temperature, β = 0, both exponentials equal 1 and the error equals the bound, 2a·n/(1 + n). In the smallest case, n = 0, there is a single level, nothing is discarded, and both the error and the sharper bound vanish.

## Values bounded only inside the window

The bound |A_i| ≤ a is required of the discarded levels too. Take two levels at energies 0 and V > W ≥ 0, with values 0 and 1. The kept value satisfies the bound with a = 0, which would predict no error, but the actual error is

exp(−βV)/(1 + exp(−βV)) > 0.

A bound on the kept values alone is thus not enough. In practice a should come from the operator, for example a = 1 for the occupation of one spin orbital, and not from the largest value seen among the computed states.
